# Real symmetric qubit Hamiltonians contain no Pauli strings with an odd number of Y factors

A Pauli string $P$ on $n$ qubits with $k$ factors $Y$ is Hermitian and satisfies $P^{T}=(-1)^kP$. It follows that for every real symmetric $n$-qubit Hamiltonian $H$, $\operatorname{tr}(PH)$ is zero when $k$ is odd and real when $k$ is even. I can see this for one or two qubits by writing out the matrices, but I would like a rigorous argument for all $n$, checked by machine. I would also like to know whether the converse holds: if all the odd-$Y$ coefficients of a Hermitian Hamiltonian vanish, must its matrix be real in the computational basis?

## One sign per Y factor

Yes, the converse holds too, and the Lean file below proves both directions. The vanishing of the odd-$Y$ traces follows from the transpose of $P$ and the properties of the trace, and the reality of the even-$Y$ traces from Hermiticity. The proof of the converse given here also uses the fact that Pauli strings span all matrices.

Write $\sigma_p$ for the $2\times2$ matrix with label $p\in\{I,X,Y,Z\}$. A string is a choice of label $s_i$ for each qubit $i$, and a computational basis state is a list of bits $a=(a_i)$. The tensor product then has the matrix elements

$$(P_s)_{ab}=\prod_i(\sigma_{s_i})_{a_ib_i}.$$

The matrices $I$, $X$ and $Z$ are symmetric, while $Y=\begin{pmatrix}0&-i\\ i&0\end{pmatrix}$ is antisymmetric. Exchanging $a$ and $b$ therefore produces one factor $-1$ for each $Y$:

$$(P_s)_{ba}=\prod_i(\sigma_{s_i})_{b_ia_i}=(-1)^{k_s}\prod_i(\sigma_{s_i})_{a_ib_i}=(-1)^{k_s}(P_s)_{ab},$$

where $k_s$ is the number of factors $Y$ in $s$. In the same way, each $\sigma_p$ is Hermitian, so $P_s^\dagger=P_s$.

Now let $H^T=H$. A trace is unchanged by transposition and by cyclic exchange, so

$$\operatorname{tr}(P_sH)=\operatorname{tr}\big((P_sH)^T\big)=\operatorname{tr}(H^TP_s^T)=(-1)^{k_s}\operatorname{tr}(HP_s)=(-1)^{k_s}\operatorname{tr}(P_sH).$$

For odd $k_s$ the trace equals its own negative and vanishes. If $H$ is real as well as symmetric, it is Hermitian, and

$$\overline{\operatorname{tr}(P_sH)}=\operatorname{tr}\big((P_sH)^\dagger\big)=\operatorname{tr}(HP_s)=\operatorname{tr}(P_sH),$$

so the trace is real.

## Recovering the matrix from its Pauli coefficients

For the converse, start with one qubit and the completeness relation

$$\sum_p(\sigma_p)_{ab}(\sigma_p)_{cd}=2\,\delta_{ad}\delta_{bc}.$$

To check it, look at which matrices contribute.

- If $a=b$ and $c=d$, only $I$ and $Z$ contribute. They add to $2$ when $a=c$ and cancel when $a\neq c$.
- If $a\ne b$ and $c\ne d$, only $X$ and $Y$ contribute. They cancel when the two entries coincide, since $(\pm i)^2=-1$, and add to $2$ when the entries are opposite, since $(-i)(i)=1$.
- In the mixed cases every term is zero, and so is the right-hand side.

For $n$ qubits, the sum over strings of a product over sites is the product over sites of single-site sums, which gives

$$\sum_s(P_s)_{ab}(P_s)_{cd}=2^n\delta_{ad}\delta_{bc}.$$

Writing out the trace and inserting this relation yields the Pauli decomposition:

$$\sum_s\operatorname{tr}(P_sH)(P_s)_{ab}=\sum_{c,d}H_{dc}\sum_s(P_s)_{cd}(P_s)_{ab}=\sum_{c,d}H_{dc}\,2^n\delta_{cb}\delta_{da}=2^nH_{ab}.$$

The usual normalised coefficients in $H=\sum_sc_sP_s$ are thus $c_s=\operatorname{tr}(P_sH)/2^n$.

Suppose that all coefficients with odd $k_s$ vanish. Transposing the decomposition term by term gives

$$2^nH^T=\sum_s\operatorname{tr}(P_sH)(-1)^{k_s}P_s=\sum_s\operatorname{tr}(P_sH)P_s=2^nH,$$

because every surviving sign is $+1$. Hence $H^T=H$.

Finally, let $H$ be Hermitian, so that $\overline{H_{ba}}=H_{ab}$. If the entries are real, this reads $H_{ba}=H_{ab}$, and $H$ is symmetric. If $H$ is symmetric, it reads $\overline{H_{ba}}=H_{ba}$, and every entry is real. For a Hermitian matrix, symmetry and real entries are the same condition.

## The four theorems in words

`pauliString_transpose` is the sign rule $P^T=(-1)^kP$, for every $n$ and every string.

`symmetric_iff_odd_vanish` says that a complex matrix equals its transpose exactly when `(pauliString s * H).trace = 0` for every string with an odd number of factors $Y$. It does not require $H$ to be Hermitian.

`trace_pauliString_real_symmetric` is the statement about a real symmetric Hamiltonian: zero trace for odd $k$, and zero imaginary part for even $k$.

`hermitian_real_iff_odd_vanish` takes a Hermitian $H$ and states that all its matrix elements are real exactly when all its odd-$Y$ traces vanish.

The objects correspond to the physics as follows.

- `Pauli` is the type of the four labels, and `Pauli.mat` assigns to each its matrix in the computational basis.
- `Fin n → Fin 2` is the type of computational basis states, one bit per qubit. Matrices indexed by it are operators on the $2^n$-dimensional space.
- `s : Fin n → Pauli` is a string, `pauliString s` is its tensor-product matrix, and `countY s` is $k_s$.
- In the real case, `H` has real entries and `H.IsSymm` says that it is symmetric. `H.map Complex.ofReal` is the same matrix with its entries regarded as complex numbers, so that it can be multiplied by a Pauli string.

All traces are unnormalised; dividing by $2^n$ gives the coefficients $c_s$ and changes neither their vanishing nor their reality.

Transposition and real entries refer to the computational basis. A change of basis can turn a real matrix into a complex one: a rotation about the $z$ axis takes $X$ to $Y$. The theorems cover a finite number of qubits and take the matrix $H$ as given, without deriving it from a molecule or from a fermion-to-qubit mapping.

In quantum algorithms for chemistry, the result tells us which strings can be left out of the decomposition when a finite-orbital Hamiltonian has a real matrix in the computational basis. This is the case, for instance, for real one- and two-electron integrals under the Jordan–Wigner mapping.

```lean
import Mathlib

open Matrix

namespace PauliTransposeParity

noncomputable section

/-- The labels of the four single-qubit Pauli operators, identity included. -/
inductive Pauli
  | I | X | Y | Z
  deriving DecidableEq

/-- There are finitely many single-qubit Pauli labels: I, X, Y and Z. -/
instance : Fintype Pauli where
  elems := {Pauli.I, Pauli.X, Pauli.Y, Pauli.Z}
  complete := fun p => by cases p <;> simp

/-- The 2×2 matrix of a single-qubit Pauli operator in the computational basis. -/
def Pauli.mat : Pauli → Matrix (Fin 2) (Fin 2) ℂ
  | .I => !![1, 0; 0, 1]
  | .X => !![0, 1; 1, 0]
  | .Y => !![0, -Complex.I; Complex.I, 0]
  | .Z => !![1, 0; 0, -1]

/-- The n-qubit Pauli string with factor `s i` on qubit `i`: the tensor product of the
single-qubit matrices, written in the computational basis. -/
def pauliString {n : ℕ} (s : Fin n → Pauli) :
    Matrix (Fin n → Fin 2) (Fin n → Fin 2) ℂ :=
  Matrix.of fun a b => ∏ i, (s i).mat (a i) (b i)

/-- The number of factors Y in a Pauli string. -/
def countY {n : ℕ} (s : Fin n → Pauli) : ℕ :=
  (Finset.univ.filter fun i => s i = Pauli.Y).card

/-- Transposing a single-qubit Pauli matrix changes the sign of Y and leaves I, X, Z alone. -/
theorem mat_swap (p : Pauli) (a b : Fin 2) :
    p.mat b a = (if p = Pauli.Y then -1 else 1) * p.mat a b := by
  cases p <;> fin_cases a <;> fin_cases b <;> simp [Pauli.mat]

/-- Each single-qubit Pauli matrix is Hermitian, entry by entry. -/
theorem mat_star (p : Pauli) (a b : Fin 2) : star (p.mat b a) = p.mat a b := by
  cases p <;> fin_cases a <;> fin_cases b <;> simp [Pauli.mat]

/-- Completeness relation of the four single-qubit Pauli matrices. -/
theorem mat_complete (a b c d : Fin 2) :
    ∑ p : Pauli, p.mat a b * p.mat c d = if a = d ∧ b = c then 2 else 0 := by
  have hu : (Finset.univ : Finset Pauli) = {Pauli.I, Pauli.X, Pauli.Y, Pauli.Z} := by
    ext p
    cases p <;> simp
  rw [hu]
  fin_cases a <;> fin_cases b <;> fin_cases c <;> fin_cases d <;>
    simp [Pauli.mat] <;> norm_num

/-- A Pauli string with k factors Y has transpose (-1)^k times itself. -/
theorem pauliString_transpose {n : ℕ} (s : Fin n → Pauli) :
    (pauliString s)ᵀ = ((-1 : ℂ) ^ countY s) • pauliString s := by
  -- the signs of the single sites multiply to (-1)^k
  have h : ∏ i, (if s i = Pauli.Y then (-1 : ℂ) else 1) = (-1) ^ countY s := by
    simp [countY, Finset.prod_ite]
  ext a b
  simp only [Matrix.transpose_apply, Matrix.smul_apply, pauliString, Matrix.of_apply,
    smul_eq_mul]
  rw [← h, ← Finset.prod_mul_distrib]
  exact Finset.prod_congr rfl fun i _ => mat_swap (s i) (a i) (b i)

/-- Every Pauli string is Hermitian. -/
theorem pauliString_hermitian {n : ℕ} (s : Fin n → Pauli) :
    (pauliString s)ᴴ = pauliString s := by
  ext a b
  simp only [Matrix.conjTranspose_apply, pauliString, Matrix.of_apply]
  rw [star_prod]
  exact Finset.prod_congr rfl fun i _ => mat_star (s i) (a i) (b i)

/-- Completeness relation of the n-qubit Pauli strings. -/
theorem pauliString_complete {n : ℕ} (a b c d : Fin n → Fin 2) :
    ∑ s : Fin n → Pauli, pauliString s a b * pauliString s c d
      = if a = d ∧ b = c then (2 : ℂ) ^ n else 0 := by
  -- the sum over strings factorises into one sum per qubit
  have hf : ∑ s : Fin n → Pauli, pauliString s a b * pauliString s c d
      = ∏ i, ∑ p : Pauli, p.mat (a i) (b i) * p.mat (c i) (d i) := by
    rw [Finset.prod_univ_sum, Fintype.piFinset_univ]
    simp [pauliString, Finset.prod_mul_distrib]
  rw [hf]
  simp only [mat_complete]
  by_cases h : a = d ∧ b = c
  · rw [if_pos h]
    obtain ⟨rfl, rfl⟩ := h
    simp
  · rw [if_neg h]
    have hex : ∃ i, ¬(a i = d i ∧ b i = c i) := by
      by_contra hc
      have hall := not_exists_not.mp hc
      exact h ⟨funext fun i => (hall i).1, funext fun i => (hall i).2⟩
    obtain ⟨i, hi⟩ := hex
    exact Finset.prod_eq_zero (Finset.mem_univ i) (if_neg hi)

/-- Pauli decomposition: 2^n times any n-qubit operator H is the sum of all Pauli strings P
weighted by tr(P H). -/
theorem pauli_expansion {n : ℕ} (H : Matrix (Fin n → Fin 2) (Fin n → Fin 2) ℂ) :
    ((2 : ℂ) ^ n) • H
      = ∑ s : Fin n → Pauli, (pauliString s * H).trace • pauliString s := by
  ext a b
  simp only [Matrix.smul_apply, Matrix.sum_apply, smul_eq_mul, Matrix.trace,
    Matrix.diag_apply, Matrix.mul_apply]
  symm
  calc ∑ s : Fin n → Pauli, (∑ c, ∑ d, pauliString s c d * H d c) * pauliString s a b
      = ∑ c, ∑ d, H d c * ∑ s : Fin n → Pauli, pauliString s c d * pauliString s a b := by
        simp only [Finset.sum_mul, Finset.mul_sum]
        rw [Finset.sum_comm]
        refine Finset.sum_congr rfl fun c _ => ?_
        rw [Finset.sum_comm]
        refine Finset.sum_congr rfl fun d _ => Finset.sum_congr rfl fun s _ => ?_
        ring
    _ = 2 ^ n * H a b := by
        simp only [pauliString_complete]
        -- only the term c = b, d = a survives
        refine (Finset.sum_eq_single b ?_ ?_).trans ?_
        · intro c _ hc
          simp [hc]
        · intro h
          exact absurd (Finset.mem_univ b) h
        · refine (Finset.sum_eq_single a ?_ ?_).trans ?_
          · intro d _ hd
            simp [hd]
          · intro h
            exact absurd (Finset.mem_univ a) h
          · simp [mul_comm]

/-- An n-qubit matrix is symmetric exactly when tr(P H) = 0 for every Pauli string P with an
odd number of factors Y. -/
theorem symmetric_iff_odd_vanish {n : ℕ}
    (H : Matrix (Fin n → Fin 2) (Fin n → Fin 2) ℂ) :
    Hᵀ = H ↔ ∀ s : Fin n → Pauli, Odd (countY s) → (pauliString s * H).trace = 0 := by
  constructor
  · intro hH s hs
    -- the trace is invariant under transposition, but P changes sign
    have h : (pauliString s * H).trace = -(pauliString s * H).trace := by
      calc (pauliString s * H).trace = ((pauliString s * H)ᵀ).trace :=
            (Matrix.trace_transpose _).symm
        _ = (H * (((-1 : ℂ) ^ countY s) • pauliString s)).trace := by
            rw [Matrix.transpose_mul, hH, pauliString_transpose]
        _ = -(pauliString s * H).trace := by
            rw [hs.neg_one_pow, Matrix.mul_smul, Matrix.trace_smul,
              Matrix.trace_mul_comm H, smul_eq_mul, neg_one_mul]
    linear_combination h / 2
  · intro h
    -- transpose the Pauli decomposition term by term
    have h2 : ((2 : ℂ) ^ n) • Hᵀ = ((2 : ℂ) ^ n) • H := by
      rw [← Matrix.transpose_smul, pauli_expansion H, Matrix.transpose_sum]
      refine Finset.sum_congr rfl fun s _ => ?_
      rw [Matrix.transpose_smul, pauliString_transpose]
      rcases Nat.even_or_odd (countY s) with he | ho
      · rw [he.neg_one_pow, one_smul]
      · rw [h s ho, zero_smul, zero_smul]
    have hne : (2 : ℂ) ^ n ≠ 0 := pow_ne_zero n two_ne_zero
    ext a b
    have hab := congrFun (congrFun h2 a) b
    simp only [Matrix.smul_apply, smul_eq_mul] at hab
    exact mul_left_cancel₀ hne hab

/-- For a real symmetric n-qubit Hamiltonian H and a Pauli string P with k factors Y,
tr(P H) vanishes when k is odd and is real when k is even. -/
theorem trace_pauliString_real_symmetric {n : ℕ} (s : Fin n → Pauli)
    (H : Matrix (Fin n → Fin 2) (Fin n → Fin 2) ℝ) (hH : H.IsSymm) :
    (Odd (countY s) → (pauliString s * H.map Complex.ofReal).trace = 0) ∧
    (Even (countY s) → (pauliString s * H.map Complex.ofReal).trace.im = 0) := by
  constructor
  · refine (symmetric_iff_odd_vanish (H.map Complex.ofReal)).mp ?_ s
    ext a b
    simp [hH.apply a b]
  · intro _
    have hc : (H.map Complex.ofReal)ᴴ = H.map Complex.ofReal := by
      ext a b
      simp [hH.apply a b]
    -- the trace of a product of two Hermitian matrices equals its own conjugate
    have ht : star (pauliString s * H.map Complex.ofReal).trace
        = (pauliString s * H.map Complex.ofReal).trace := by
      rw [← Matrix.trace_conjTranspose, Matrix.conjTranspose_mul, hc,
        pauliString_hermitian, Matrix.trace_mul_comm]
    exact Complex.conj_eq_iff_im.mp ht

/-- A Hermitian n-qubit Hamiltonian has only real matrix elements in the computational basis
exactly when tr(P H) = 0 for every Pauli string P with an odd number of factors Y. -/
theorem hermitian_real_iff_odd_vanish {n : ℕ}
    (H : Matrix (Fin n → Fin 2) (Fin n → Fin 2) ℂ) (hH : H.IsHermitian) :
    (∀ a b, (H a b).im = 0) ↔
      ∀ s : Fin n → Pauli, Odd (countY s) → (pauliString s * H).trace = 0 := by
  rw [← symmetric_iff_odd_vanish]
  constructor
  · intro h
    ext a b
    have h1 : star (H b a) = H a b := hH.apply a b
    have h2 : star (H b a) = H b a := Complex.conj_eq_iff_im.mpr (h b a)
    exact h2.symm.trans h1
  · intro h a b
    have h1 : star (H b a) = H a b := hH.apply a b
    have h2 : H b a = H a b := congrFun (congrFun h a) b
    rw [h2] at h1
    exact Complex.conj_eq_iff_im.mp h1

end

end PauliTransposeParity
```

```lean
#print axioms PauliTransposeParity.trace_pauliString_real_symmetric
#print axioms PauliTransposeParity.hermitian_real_iff_odd_vanish
```

```
'PauliTransposeParity.trace_pauliString_real_symmetric' depends on axioms: [propext, Classical.choice, Quot.sound]
'PauliTransposeParity.hermitian_real_iff_odd_vanish' depends on axioms: [propext, Classical.choice, Quot.sound]
```

## How the Lean proof follows the calculation

Three lemmas hold the single-qubit facts. `mat_swap` gives the sign under transposition, `mat_star` gives Hermiticity, and `mat_complete` is the completeness relation. Each is proved by going through all labels or index values and evaluating the entries.

In `pauliString_transpose`, the auxiliary statement `h` says that the product of the single-site signs is $(-1)^{k_s}$. The sign and the matrix element are then merged into one product over sites with `Finset.prod_mul_distrib`, and `mat_swap` settles each factor. `pauliString_hermitian` has the same structure, with complex conjugation moved inside the product by `star_prod`.

`pauliString_complete` first exchanges the sum over strings and the product over qubits; this is the role of `Finset.prod_univ_sum`. It then distinguishes two cases. If $a=d$ and $b=c$, every site contributes $2$, and the product is $2^n$. Otherwise the indices fail to match at some site, whose factor is zero, and the whole product vanishes.

`pauli_expansion` compares matrix elements. The first step of its `calc` block reorders the finite sums so that the sum over strings stands innermost. The second inserts the completeness relation, and two uses of `Finset.sum_eq_single` pick out the term $c=b$, $d=a$, just as the Kronecker deltas do.

The forward half of `symmetric_iff_odd_vanish` is the chain of trace identities above. It arrives at $t=-t$ for the trace $t$, and `linear_combination h / 2` concludes that $t=0$. The backward half transposes the decomposition and splits the strings by the parity of `countY s`: even terms keep their sign, and odd terms have zero coefficient by assumption. The common factor $2^n$ is nonzero and is cancelled entry by entry.

`trace_pauliString_real_symmetric` obtains its odd part by applying the forward half to the complex version of $H$. For the even part it shows that the trace equals its own conjugate. That argument never uses the evenness of $k$, in agreement with the derivation: the odd traces are real as well, being zero.

`hermitian_real_iff_odd_vanish` first rewrites the condition on the traces as $H^T=H$. What remains is the comparison of $\overline{H_{ba}}=H_{ab}$ with $H_{ba}=H_{ab}$, carried out in both directions.

## One qubit, no qubits, and antisymmetric matrices

For $n=1$ the only string with odd $k$ is $Y$ itself, and

$$\operatorname{tr}(YH)=i\,(H_{01}-H_{10}).$$

The trace measures exactly the antisymmetric part of $H$, so both directions of the equivalence can be read off. For $n=0$ the matrix has a single entry and is always symmetric. The only string is the empty one, with $k=0$, so there is no odd-$Y$ condition to satisfy.

The same trace argument also treats an antisymmetric matrix $A^T=-A$. The additional sign gives $\operatorname{tr}(P_sA)=-(-1)^{k_s}\operatorname{tr}(P_sA)$, so now the coefficients with even $k_s$ vanish. A real antisymmetric generator, whose exponential maps real state vectors to real state vectors, is therefore built entirely from strings with an odd number of factors $Y$. This variant follows by hand from the sign rule and the Pauli decomposition; the file does not state it as a theorem.
